# Kahan's residual bound: Ritz values of an orthonormal block are matched one-to-one, within the residual norm, to eigenvalues of a Hermitian matrix counted with multiplicity

## A convergence test for a subspace diagonalisation

A subspace diagonalisation of a large Hamiltonian matrix \(H\) holds a block \(W\) of orthonormal trial vectors, forms the small matrix \(M = W^\dagger H W\), and takes its eigenvalues, the Ritz values, as approximate levels. Convergence can be judged from the residual \(R = HW - WM\). Kahan's bound turns its operator norm \(\|R\|\) into an upper bound on the error: for Hermitian \(H\) and orthonormal columns of \(W\), the Ritz values can be matched one-to-one to eigenvalues of \(H\), counted with multiplicity, so that each pair differs by at most \(\|R\|\). For a configuration-interaction Hamiltonian in a finite orthonormal basis this bounds the distance to levels of that finite matrix, not the error of truncating the basis.

## Levels matched with multiplicity

Let \(n\) and \(m\) be finite index sets with \(|n|\) and \(|m|\) elements. Let \(H\) be Hermitian on \(\mathbb{C}^n\) with eigenvalues \(\lambda_i\) and orthonormal eigenvectors \(b_i\), \(i \in n\), and \(M\) Hermitian on \(\mathbb{C}^m\) with eigenvalues \(\mu_j\) and orthonormal eigenvectors \(c_j\), \(j \in m\). Let \(W\) be an \(n \times m\) matrix with \(W^\dagger W = 1\), and let \(\rho = \|HW - WM\|\) be the operator norm for Euclidean vector norms. Then there is an injective map \(f : m \to n\) with
\[ |\mu_j - \lambda_{f(j)}| \le \rho \quad \text{for all } j \in m . \]

This is `kahan_residual_bound`, valid for any Hermitian \(M\); `kahan_ritz_bound` is the case \(M = W^\dagger H W\). In Lean, \(W^\dagger\) is `Wᴴ`, and `hW : Wᴴ * W = 1` says that the trial states are normalised and mutually orthogonal. The functions `hH.eigenvalues` and `hM.eigenvalues` are indexed by `n` and `m`, so a degenerate level occurs once per eigenvector. `Function.Injective f` concerns these indices: a level of \(H\) is used no more often than its degeneracy. `opNorm A` is the norm of the map `op A`, \(x \mapsto Ax\), that is, the least \(C \ge 0\) with \(\|Ax\| \le C\|x\|\). The product `inner ℂ (b i) x` is antilinear in its first slot, like \(\langle b_i | x \rangle\).

The theorem does not say which levels are matched. The lowest Ritz value need not be paired with the ground state, and no ordering of \(f\) is asserted. It says nothing about eigenvectors, and it assumes finite matrices, exact arithmetic and exact orthonormality; a basis with a non-trivial overlap matrix is not covered.

## Counting levels in an energy window

For real \(t\) and any vector \(x\), expanding \(x = \sum_i \langle b_i|x\rangle b_i\) gives \(\langle b_i|(H-t)x\rangle = (\lambda_i - t)\langle b_i|x\rangle\), so by Parseval
\[ \|(H-t)x\|^2 = \sum_i (\lambda_i - t)^2 |\langle b_i|x\rangle|^2 , \]
and likewise for \(M\). Also \(\|Wy\|^2 = y^\dagger W^\dagger W y = \|y\|^2\) for \(y \in \mathbb{C}^m\).

For real \(\delta\) set \(J = \{j : |\mu_j - t| \le \delta\}\) and \(I = \{i : |\lambda_i - t| \le \delta + \rho\}\). The claim is \(|J| \le |I|\). For \(\delta < 0\) the set \(J\) is empty, so take \(\delta \ge 0\). Let \(L\) send \(y\) to the list of numbers \(\langle c_j|y\rangle\) for \(j \notin J\) and \(\langle b_i|Wy\rangle\) for \(i \in I\). Suppose \(Ly = 0\) with \(y \ne 0\). Only terms with \(j \in J\) survive in the sum for \(M\), so \(\|(M-t)y\| \le \delta\|y\|\). From
\[ (H-t)Wy = Ry + W(M-t)y \]
the triangle inequality gives \(\|(H-t)Wy\| \le (\delta+\rho)\|y\|\). In the sum for \(H\) only terms with \(i \notin I\) survive, each with \((\lambda_i - t)^2 > (\delta+\rho)^2\), and at least one component is non-zero because \(\|Wy\| = \|y\| \neq 0\). Hence \(\|(H-t)Wy\|^2 > (\delta+\rho)^2\|y\|^2\), a contradiction. So \(L\) is injective, and dimensions give \(|m| \le (|m| - |J|) + |I|\), which is the claim.

## From window counts to a pairing

For \(S \subseteq m\) let \(N(S)\) be the set of \(k \in n\) with \(|\mu_j - \lambda_k| \le \rho\) for some \(j \in S\). Hall's marriage theorem yields \(f\) once \(|S| \le |N(S)|\) for every \(S\). The proof is by induction over proper subsets, the empty set being trivial. Let \(\mu_{\min}\) and \(\mu_{\max}\) be the extreme values on \(S\), and take the window with \(t = (\mu_{\min}+\mu_{\max})/2\), \(\delta = (\mu_{\max}-\mu_{\min})/2\), so that \(S \subseteq J\).

If \(I \subseteq N(S)\), then \(|S| \le |J| \le |I| \le |N(S)|\). Otherwise some \(\lambda_i\) lies in \([\mu_{\min}-\rho, \mu_{\max}+\rho]\) and is farther than \(\rho\) from every \(\mu_j\), \(j \in S\), which forces \(\mu_{\min} < \lambda_i < \mu_{\max}\). Split \(S\) into \(S_1\), with \(\mu_j < \lambda_i\), and the rest \(S_2\); both are proper subsets. A \(k\) in both neighbourhoods, through \(p \in S_1\) and \(q \in S_2\), would satisfy \(\lambda_k \le \mu_p + \rho < \lambda_i < \mu_q - \rho \le \lambda_k\), which is impossible. Therefore \(|S| \le |S_1| + |S_2| \le |N(S_1)| + |N(S_2)| \le |N(S)|\).

## The Lean file

```lean
import Mathlib

open Matrix Finset

namespace KahanResidual

noncomputable section

variable {n m : Type*} [Fintype n] [Fintype m]
variable {E F : Type*} [NormedAddCommGroup E] [InnerProductSpace ℂ E]
  [NormedAddCommGroup F] [InnerProductSpace ℂ F]

/-- Parseval's identity in a finite orthonormal basis. -/
theorem parseval (b : OrthonormalBasis n ℂ E) (x : E) :
    ‖x‖ ^ 2 = ∑ i, ‖inner ℂ (b i) x‖ ^ 2 := by
  have h := EuclideanSpace.norm_eq (b.repr x)
  rw [b.repr.norm_map] at h
  simp only [b.repr_apply_apply] at h
  rw [h, Real.sq_sqrt (Finset.sum_nonneg fun i _ => sq_nonneg _)]

/-- In an orthonormal eigenbasis with real eigenvalues `λ_i`,
`‖(T - t) x‖² = ∑ (λ_i - t)² |⟨b_i, x⟩|²`. -/
theorem shifted_norm_sq (b : OrthonormalBasis n ℂ E) (T : E →ₗ[ℂ] E) (lam : n → ℝ)
    (hT : ∀ i, T (b i) = (lam i : ℂ) • b i) (t : ℝ) (x : E) :
    ‖T x - (t : ℂ) • x‖ ^ 2 = ∑ i, (lam i - t) ^ 2 * ‖inner ℂ (b i) x‖ ^ 2 := by
  have hx : T x = ∑ j, ((lam j : ℂ) * inner ℂ (b j) x) • b j := by
    calc T x = T (∑ j, inner ℂ (b j) x • b j) := by rw [b.sum_repr' x]
      _ = _ := by
        rw [map_sum]
        refine Finset.sum_congr rfl fun j _ => ?_
        rw [map_smul, hT, smul_smul, mul_comm]
  rw [parseval b (T x - (t : ℂ) • x)]
  refine Finset.sum_congr rfl fun i _ => ?_
  have h : inner ℂ (b i) (T x - (t : ℂ) • x) = ((lam i - t : ℝ) : ℂ) * inner ℂ (b i) x := by
    rw [inner_sub_right, inner_smul_right, hx, b.orthonormal.inner_right_fintype]
    push_cast
    ring
  rw [h, norm_mul, mul_pow, Complex.norm_real, Real.norm_eq_abs, sq_abs]

/-- Let `H` and `M` have orthonormal eigenbases with real eigenvalues, counted once per basis
vector. If `W` is norm preserving and the residual `HW - WM` is bounded by `ρ ≥ 0`, then `H` has at
least as many eigenvalues within `δ + ρ` of `t` as `M` has within `δ` of `t`. -/
theorem window_count (b : OrthonormalBasis n ℂ E) (H : E →ₗ[ℂ] E) (lam : n → ℝ)
    (hH : ∀ i, H (b i) = (lam i : ℂ) • b i)
    (c : OrthonormalBasis m ℂ F) (M : F →ₗ[ℂ] F) (μ : m → ℝ)
    (hM : ∀ j, M (c j) = (μ j : ℂ) • c j)
    (W : F →ₗ[ℂ] E) (hW : ∀ y, ‖W y‖ = ‖y‖) (ρ : ℝ) (hρ : 0 ≤ ρ)
    (hR : ∀ y, ‖H (W y) - W (M y)‖ ≤ ρ * ‖y‖) (t δ : ℝ) :
    (univ.filter fun j => |μ j - t| ≤ δ).card
      ≤ (univ.filter fun i => |lam i - t| ≤ δ + ρ).card := by
  rcases lt_or_ge δ 0 with hδ | hδ
  · have h0 : (univ.filter fun j => |μ j - t| ≤ δ) = ∅ :=
      Finset.filter_eq_empty_iff.2 fun j _ => not_le.2 (hδ.trans_le (abs_nonneg _))
    rw [h0]
    simp
  -- components of `y` outside the `M` window, and of `W y` inside the `H` window
  let L : F →ₗ[ℂ] ({j // ¬ |μ j - t| ≤ δ} → ℂ) × ({i // |lam i - t| ≤ δ + ρ} → ℂ) :=
    LinearMap.prod (LinearMap.pi fun j => innerₛₗ ℂ (c j.1))
      (LinearMap.pi fun i => (innerₛₗ ℂ (b i.1)) ∘ₗ W)
  have hL : Function.Injective L := by
    refine (injective_iff_map_eq_zero L).2 fun y hy => ?_
    have hy1 : ∀ j, ¬ |μ j - t| ≤ δ → inner ℂ (c j) y = 0 :=
      fun j hj => congrFun (congrArg Prod.fst hy) ⟨j, hj⟩
    have hy2 : ∀ i, |lam i - t| ≤ δ + ρ → inner ℂ (b i) (W y) = 0 :=
      fun i hi => congrFun (congrArg Prod.snd hy) ⟨i, hi⟩
    by_contra hne
    have h1 : ‖M y - (t : ℂ) • y‖ ≤ δ * ‖y‖ := by
      refine (sq_le_sq₀ (norm_nonneg _) (mul_nonneg hδ (norm_nonneg _))).1 ?_
      rw [shifted_norm_sq c M μ hM, mul_pow, parseval c y, Finset.mul_sum]
      refine Finset.sum_le_sum fun j _ => ?_
      by_cases hj : |μ j - t| ≤ δ
      · exact mul_le_mul_of_nonneg_right (sq_le_sq' (abs_le.1 hj).1 (abs_le.1 hj).2) (sq_nonneg _)
      · simp [hy1 j hj]
    -- upper bound from the residual
    have h2 : ‖H (W y) - (t : ℂ) • W y‖ ≤ (δ + ρ) * ‖y‖ := by
      have e : H (W y) - (t : ℂ) • W y = (H (W y) - W (M y)) + W (M y - (t : ℂ) • y) := by
        rw [map_sub, map_smul]
        abel
      have h := norm_add_le (H (W y) - W (M y)) (W (M y - (t : ℂ) • y))
      rw [hW, ← e] at h
      linarith [hR y]
    have hsq : ∀ i, ¬ |lam i - t| ≤ δ + ρ → (δ + ρ) ^ 2 < (lam i - t) ^ 2 := fun i hi => by
      have h := not_le.1 hi
      rw [← sq_abs (lam i - t)]
      nlinarith
    obtain ⟨k, hk⟩ : ∃ k, inner ℂ (b k) (W y) ≠ 0 := by
      by_contra h
      have h' : ∀ k, inner ℂ (b k) (W y) = 0 := fun k => not_not.1 fun hk => h ⟨k, hk⟩
      have hp := parseval b (W y)
      rw [hW] at hp
      exact hne (by simpa [h'] using hp)
    -- strict lower bound, since `W y` avoids the window
    have h3 : ((δ + ρ) * ‖y‖) ^ 2 < ‖H (W y) - (t : ℂ) • W y‖ ^ 2 := by
      rw [shifted_norm_sq b H lam hH, mul_pow, ← hW y, parseval b (W y), Finset.mul_sum]
      refine Finset.sum_lt_sum (fun i _ => ?_) ⟨k, mem_univ _, ?_⟩
      · by_cases hi : |lam i - t| ≤ δ + ρ
        · simp [hy2 i hi]
        · exact mul_le_mul_of_nonneg_right (hsq i hi).le (sq_nonneg _)
      · exact mul_lt_mul_of_pos_right (hsq k fun hi => hk (hy2 k hi))
          (pow_pos (norm_pos_iff.2 hk) 2)
    exact absurd (pow_le_pow_left₀ (norm_nonneg _) h2 2) (not_le.2 h3)
  have hd := LinearMap.finrank_le_finrank_of_injective hL
  rw [Module.finrank_eq_card_basis c.toBasis, Module.finrank_prod,
    Module.finrank_fintype_fun_eq_card, Module.finrank_fintype_fun_eq_card,
    Fintype.card_subtype_compl] at hd
  have hle := Fintype.card_subtype_le fun j => |μ j - t| ≤ δ
  rw [← Fintype.card_subtype, ← Fintype.card_subtype]
  omega

/-- If every window holds no more levels `μ` than the window widened by `ρ` holds levels `λ`,
then the `μ` can be matched injectively to the `λ` within `ρ`. -/
theorem matching_of_window_count (lam : n → ℝ) (μ : m → ℝ) (ρ : ℝ) (hρ : 0 ≤ ρ)
    (h : ∀ t δ : ℝ, (univ.filter fun j => |μ j - t| ≤ δ).card
      ≤ (univ.filter fun i => |lam i - t| ≤ δ + ρ).card) :
    ∃ f : m → n, Function.Injective f ∧ ∀ j, |μ j - lam (f j)| ≤ ρ := by
  classical
  obtain ⟨N, hN⟩ : ∃ N : Finset m → Finset n, ∀ S k, k ∈ N S ↔ ∃ j ∈ S, |μ j - lam k| ≤ ρ :=
    ⟨fun S => univ.filter fun k => ∃ j ∈ S, |μ j - lam k| ≤ ρ, fun S k => by
      simp only [mem_filter, mem_univ, true_and]⟩
  -- Hall's condition
  have key : ∀ S : Finset m, S.card ≤ (N S).card := by
    intro S
    induction S using Finset.strongInduction with
    | H S ih =>
      rcases S.eq_empty_or_nonempty with rfl | hne
      · simp
      obtain ⟨a, ha, hmin⟩ := S.exists_min_image μ hne
      obtain ⟨b, hb, hmax⟩ := S.exists_max_image μ hne
      by_cases hc : ∀ i, |lam i - (μ a + μ b) / 2| ≤ (μ b - μ a) / 2 + ρ → i ∈ N S
      · refine le_trans (card_le_card fun j hj => ?_) ((h ((μ a + μ b) / 2) ((μ b - μ a) / 2)).trans
          (card_le_card fun i hi => hc i (mem_filter.1 hi).2))
        refine mem_filter.2 ⟨mem_univ _, abs_le.2 ⟨?_, ?_⟩⟩ <;> linarith [hmin j hj, hmax j hj]
      · -- an uncovered level `λ_i` splits `S` into two independent clusters
        obtain ⟨i, hi⟩ := not_forall.1 hc
        obtain ⟨h1, h2⟩ := Classical.not_imp.1 hi
        obtain ⟨h1l, h1r⟩ := abs_le.1 h1
        have h4 : ∀ j ∈ S, μ j + ρ < lam i ∨ lam i + ρ < μ j := fun j hj => by
          rcases lt_abs.1 (not_le.1 fun hh => h2 ((hN S i).2 ⟨j, hj, hh⟩)) with h5 | h5
          · right; linarith
          · left; linarith
        have hai : μ a < lam i := by rcases h4 a ha with h5 | h5 <;> linarith
        have hbi : lam i < μ b := by rcases h4 b hb with h5 | h5 <;> linarith
        have i1 := ih (S.filter fun j => μ j < lam i) (filter_ssubset.2 ⟨b, hb, not_lt.2 hbi.le⟩)
        have i2 := ih (S.filter fun j => ¬ μ j < lam i) (filter_ssubset.2 ⟨a, ha, not_not.2 hai⟩)
        have hS : S ⊆ (S.filter fun j => μ j < lam i) ∪ (S.filter fun j => ¬ μ j < lam i) := by
          intro j hj
          simp only [mem_union, mem_filter]
          tauto
        have hdis : Disjoint (N (S.filter fun j => μ j < lam i))
            (N (S.filter fun j => ¬ μ j < lam i)) := by
          refine Finset.disjoint_left.2 fun k hk hk' => ?_
          obtain ⟨p, hp, hpk⟩ := (hN _ _).1 hk
          obtain ⟨q, hq, hqk⟩ := (hN _ _).1 hk'
          obtain ⟨hp1, hp2⟩ := mem_filter.1 hp
          obtain ⟨hq1, hq2⟩ := mem_filter.1 hq
          have e1 := (abs_le.1 hpk).1
          have e2 := (abs_le.1 hqk).2
          have e3 := not_lt.1 hq2
          rcases h4 p hp1 with h5 | h5 <;> rcases h4 q hq1 with h6 | h6 <;> linarith
        have hsub : N (S.filter fun j => μ j < lam i) ∪ N (S.filter fun j => ¬ μ j < lam i)
            ⊆ N S := by
          intro k hk
          rcases mem_union.1 hk with hk | hk <;>
          · obtain ⟨p, hp, hpk⟩ := (hN _ _).1 hk
            exact (hN _ _).2 ⟨p, (mem_filter.1 hp).1, hpk⟩
        have c1 := (card_le_card hS).trans (card_union_le _ _)
        have c2 := card_le_card hsub
        rw [Finset.card_union_eq_card_add_card.2 hdis] at c2
        omega
  exact (Fintype.all_card_le_filter_rel_iff_exists_injective
    (fun j i => |μ j - lam i| ≤ ρ)).1 fun A =>
      (key A).trans (card_le_card fun k hk => mem_filter.2 ⟨mem_univ _, (hN _ _).1 hk⟩)

/-- The action `x ↦ A x` of a matrix between Euclidean spaces. -/
def op {p : Type*} (A : Matrix p m ℂ) : EuclideanSpace ℂ m →ₗ[ℂ] EuclideanSpace ℂ p where
  toFun x := WithLp.toLp 2 (A *ᵥ x.ofLp)
  map_add' x y := by ext i; simp [Matrix.mulVec_add]
  map_smul' a x := by ext i; simp [Matrix.mulVec_smul]

/-- The operator norm of a matrix with respect to Euclidean vector norms. -/
def opNorm (A : Matrix n m ℂ) : ℝ := ‖LinearMap.toContinuousLinearMap (op A)‖

variable [DecidableEq n] [DecidableEq m]

omit [DecidableEq n] in
/-- A matrix with orthonormal columns preserves the Euclidean norm. -/
theorem norm_op_of_orthonormal (W : Matrix n m ℂ) (hW : Wᴴ * W = 1) (y : EuclideanSpace ℂ m) :
    ‖op W y‖ = ‖y‖ := by
  have h : star (W *ᵥ y.ofLp) ⬝ᵥ (W *ᵥ y.ofLp) = star y.ofLp ⬝ᵥ y.ofLp := by
    rw [star_mulVec, dotProduct_mulVec, vecMul_vecMul, hW, vecMul_one]
  have hi : inner ℂ (op W y) (op W y) = inner ℂ y y := by
    rw [EuclideanSpace.inner_eq_star_dotProduct, EuclideanSpace.inner_eq_star_dotProduct]
    exact (dotProduct_comm _ _).trans (h.trans (dotProduct_comm _ _))
  refine (sq_eq_sq₀ (norm_nonneg _) (norm_nonneg _)).1 ?_
  rw [← inner_self_eq_norm_sq (𝕜 := ℂ) (op W y), ← inner_self_eq_norm_sq (𝕜 := ℂ) y, hi]

/-- A Hermitian matrix multiplies each vector of its eigenbasis by the eigenvalue. -/
theorem op_eigenvector {H : Matrix n n ℂ} (hH : H.IsHermitian) (i : n) :
    op H (hH.eigenvectorBasis i) = (hH.eigenvalues i : ℂ) • hH.eigenvectorBasis i := by
  ext k
  have h := congrFun (hH.mulVec_eigenvectorBasis i) k
  exact h

/-- Kahan's bound: for Hermitian `H`, `M` and `WᴴW = 1`, the eigenvalues of `M` are matched
injectively to eigenvalues of `H`, each pair within `‖HW - WM‖`. -/
theorem kahan_residual_bound {H : Matrix n n ℂ} (hH : H.IsHermitian) {M : Matrix m m ℂ}
    (hM : M.IsHermitian) (W : Matrix n m ℂ) (hW : Wᴴ * W = 1) :
    ∃ f : m → n, Function.Injective f ∧
      ∀ j, |hM.eigenvalues j - hH.eigenvalues (f j)| ≤ opNorm (H * W - W * M) := by
  have hρ : 0 ≤ opNorm (H * W - W * M) := norm_nonneg _
  refine matching_of_window_count _ _ _ hρ (window_count _ (op H) _ (op_eigenvector hH)
    _ (op M) _ (op_eigenvector hM) (op W) (norm_op_of_orthonormal W hW) _ hρ fun y => ?_)
  have e : op H (op W y) - op W (op M y) = op (H * W - W * M) y := by
    ext k
    show (H *ᵥ (W *ᵥ y.ofLp) - W *ᵥ (M *ᵥ y.ofLp)) k = ((H * W - W * M) *ᵥ y.ofLp) k
    rw [mulVec_mulVec, mulVec_mulVec, sub_mulVec]
  rw [e]
  exact (LinearMap.toContinuousLinearMap (op (H * W - W * M))).le_opNorm y

omit [Fintype m] [DecidableEq n] [DecidableEq m] in
/-- The projected matrix `Wᴴ H W` of a Hermitian `H` is Hermitian. -/
theorem projected_isHermitian {H : Matrix n n ℂ} (hH : H.IsHermitian) (W : Matrix n m ℂ) :
    (Wᴴ * H * W).IsHermitian :=
  Matrix.isHermitian_conjTranspose_mul_mul W hH

/-- Kahan's bound for Ritz values: for Hermitian `H` and `WᴴW = 1`, the eigenvalues of `M = Wᴴ H W`
are matched injectively to eigenvalues of `H`, each pair within `‖HW - WM‖`. -/
theorem kahan_ritz_bound {H : Matrix n n ℂ} (hH : H.IsHermitian) (W : Matrix n m ℂ)
    (hW : Wᴴ * W = 1) :
    ∃ f : m → n, Function.Injective f ∧
      ∀ j, |(projected_isHermitian hH W).eigenvalues j - hH.eigenvalues (f j)|
        ≤ opNorm (H * W - W * (Wᴴ * H * W)) :=
  kahan_residual_bound hH (projected_isHermitian hH W) W hW

/-- A two-level coupling matrix and the first basis vector meet the hypotheses with a
non-zero residual. -/
theorem kahan_witness :
    let H : Matrix (Fin 2) (Fin 2) ℂ := !![0, 1; 1, 0]
    let W : Matrix (Fin 2) (Fin 1) ℂ := !![1; 0]
    H.IsHermitian ∧ Wᴴ * W = 1 ∧ H * W - W * (Wᴴ * H * W) ≠ 0 := by
  intro H W
  refine ⟨?_, ?_, fun h => ?_⟩
  · ext i j
    fin_cases i <;> fin_cases j <;> simp [H, Matrix.conjTranspose_apply]
  · ext i j
    fin_cases i
    fin_cases j
    simp [W, Matrix.mul_apply, Fin.sum_univ_succ]
  · have hM : Wᴴ * H * W = 0 := by
      ext i j
      simp only [Matrix.mul_apply, Fin.sum_univ_two, Matrix.conjTranspose_apply]
      fin_cases i
      fin_cases j
      simp [H, W]
    rw [hM, Matrix.mul_zero, sub_zero] at h
    have h1 := congrFun (congrFun h 1) 0
    rw [Matrix.mul_apply, Fin.sum_univ_two] at h1
    simp [H, W] at h1

end

end KahanResidual
```

```lean
#print axioms KahanResidual.kahan_ritz_bound
```

```
'KahanResidual.kahan_ritz_bound' depends on axioms: [propext, Classical.choice, Quot.sound]
```

## How the lemmas follow the derivation

`parseval` and `shifted_norm_sq` give the sum formula for a linear map `T` with an orthonormal eigenbasis `b` and real eigenvalues `lam`; `hx` is the expansion of `T x`, and the component identity is the inner `h`.

`window_count` works with abstract inner product spaces. Besides the two eigenbases and \(\rho \ge 0\), it assumes `hW` (norm preservation) and `hR` (the bound \(\|Ry\| \le \rho\|y\|\)). Its `L` is the map above, and `hy1`, `hy2` unpack \(Ly = 0\). Then `h1` bounds \((M-t)y\), `e` is the displayed splitting, `h2` the triangle inequality, `hk` the non-zero component, and `h3` the strict reverse inequality through `Finset.sum_lt_sum`. `LinearMap.finrank_le_finrank_of_injective` supplies the dimension inequality and `omega` cancels \(|m|\).

`matching_of_window_count` contains no linear algebra. `key` is Hall's condition by `Finset.strongInduction`, with indices `a` and `b` attaining \(\mu_{\min}\) and \(\mu_{\max}\). The case split `hc` asks whether \(I \subseteq N(S)\); `h4`, `hai` and `hbi` place the uncovered level, `i1` and `i2` are the inductive bounds for \(S_1\) and \(S_2\), and `hdis` is the disjointness of their neighbourhoods. Hall's theorem enters as `Fintype.all_card_le_filter_rel_iff_exists_injective`.

The matrix theorem feeds in `op_eigenvector` for the two eigenbases, `norm_op_of_orthonormal` for \(\|Wy\| = \|y\|\), and `le_opNorm` for `hR`. `projected_isHermitian` makes the eigenvalues of \(W^\dagger H W\) available for `kahan_ritz_bound`.

## Two small examples

`kahan_witness` takes \(H = \begin{pmatrix} 0 & 1 \\ 1 & 0 \end{pmatrix}\) and \(W = (1, 0)^T\) and proves that \(H\) is Hermitian, \(W^\dagger W = 1\) and \(R \ne 0\). The values that follow, and the second example, are direct evaluations and not theorems of the file. Here \(M = 0\), \(R = (0,1)^T\), \(\rho = 1\), and the eigenvalues of \(H\) are \(\pm 1\), so the bound holds with equality.

Normalised columns without orthogonality do not suffice. Take
\[ H = \begin{pmatrix} 0 & 0 \\ 0 & 1 \end{pmatrix}, \qquad W = \begin{pmatrix} 1 & 1 \\ 0 & 0 \end{pmatrix} . \]
Both columns have norm one, but every entry of \(W^\dagger W\) equals 1. Since \(HW = 0\), both \(M = W^\dagger H W\) and \(R\) vanish, so \(\rho = 0\) and \(M\) has the eigenvalue 0 twice. An injective \(f\) must use both levels of \(H\), and one pair differs by 1. The derivation breaks at \(y = (1,-1)^T/\sqrt{2}\), where \(Wy = 0\) and the strict inequality is lost: in this example the repeated trial vector produces a spurious copy of the level 0 while the residual stays zero. With \(M = W^\dagger H W\) the vanishing residual depends on the level being 0: repeating a unit eigenvector of a level \(\lambda \ne 0\) gives \(M\) the eigenvalues \(0\) and \(2\lambda\), and \(R = -\lambda W \ne 0\).
